# Biorthogonal projectors for periodic translates exist exactly when no Bloch sum of overlaps vanishes

On a ring of $N$ identical cells, a function $f$ centred in one cell generally overlaps its copies in the other cells, and reading off the coefficient of one copy in a superposition by an inner product needs a projector function $p$ (a vector, not a projection operator) whose translates are dual to the translates of $f$. For one function per cell and a unitary translation $U$ with $U^N = 1$, such a $p$ exists exactly when the discrete Fourier transform of the overlaps $\langle f, U^R f\rangle$ between $f$ and its copy shifted by $R$ cells has no zero.

```lean
import Mathlib

open scoped InnerProductSpace
open ComplexConjugate

namespace PeriodicProjectors

noncomputable section

variable {N : ℕ} {E : Type*} [NormedAddCommGroup E] [InnerProductSpace ℂ E]

/-- The phase `w ^ n` with `w = exp (2 π i / N)`, for `n` in `ℤ/N`. -/
def phase (n : ZMod N) : ℂ := Complex.exp (2 * Real.pi * Complex.I / N) ^ n.val

/-- The translation `U ^ R` by `R` cells, for `R` in `ℤ/N`. -/
def translate (U : E ≃ₗᵢ[ℂ] E) (R : ZMod N) : E ≃ₗᵢ[ℂ] E := U ^ R.val

/-- The translates of `p` and of `f` are biorthogonal: `⟨U^R p, U^S f⟩ = δ_RS` on `ℤ/N`. -/
def IsBiorthogonal (N : ℕ) (U : E ≃ₗᵢ[ℂ] E) (p f : E) : Prop :=
  ∀ R S : ZMod N, ⟪translate U R p, translate U S f⟫_ℂ = if R = S then 1 else 0

variable [NeZero N]

/-- The Bloch sum `b_k = ∑_R w^(kR) U^R f`. -/
def blochSum (U : E ≃ₗᵢ[ℂ] E) (f : E) (k : ZMod N) : E :=
  ∑ R : ZMod N, phase (k * R) • translate U R f

/-- The Fourier sum of the overlaps, `λ_k = ∑_R w^(kR) ⟨f, U^R f⟩`. -/
def overlapSymbol (U : E ≃ₗᵢ[ℂ] E) (f : E) (k : ZMod N) : ℂ :=
  ∑ R : ZMod N, phase (k * R) * ⟪f, translate U R f⟫_ℂ

/-- The vector `p = ∑_k (N λ_k)⁻¹ b_k`. -/
def dualProjector (N : ℕ) [NeZero N] (U : E ≃ₗᵢ[ℂ] E) (f : E) : E :=
  ∑ k : ZMod N, ((N : ℂ) * overlapSymbol U f k)⁻¹ • blochSum U f k

/-- If `x ^ N = 1`, powers of `x` with exponents in `ℤ/N` obey `x^(a+b) = x^a x^b`. -/
theorem pow_val_add {M : Type*} [Monoid M] {x : M} (hx : x ^ N = 1) (a b : ZMod N) :
    x ^ (a + b).val = x ^ a.val * x ^ b.val := by
  rw [ZMod.val_add, ← pow_add, ← pow_eq_pow_mod _ hx]

/-- Phases multiply: `w^(a+b) = w^a w^b` on `ℤ/N`. -/
theorem phase_add (a b : ZMod N) : phase (a + b) = phase a * phase b :=
  pow_val_add (Complex.isPrimitiveRoot_exp N (NeZero.ne N)).pow_eq_one a b

/-- Translations compose: `U^(R+S) v = U^R U^S v` on `ℤ/N` when `U^N = 1`. -/
theorem translate_add {U : E ≃ₗᵢ[ℂ] E} (hU : U ^ N = 1) (R S : ZMod N) (v : E) :
    translate U (R + S) v = translate U R (translate U S v) := by
  unfold translate
  rw [pow_val_add hU]
  rfl

/-- Orthogonality of the phases: `∑_k w^(kR) = N δ_R0`. -/
theorem sum_phase (R : ZMod N) :
    ∑ k : ZMod N, phase (k * R) = if R = 0 then (N : ℂ) else 0 := by
  split_ifs with h
  · simp [phase, h, ZMod.card]
  · have hne : phase R ≠ 1 := by
      intro h1
      have hd := ((Complex.isPrimitiveRoot_exp N (NeZero.ne N)).pow_eq_one_iff_dvd _).mp h1
      exact h (by simpa using Nat.eq_zero_of_dvd_of_lt hd (ZMod.val_lt R))
    -- shifting `k` by one multiplies the sum by `w^R ≠ 1`
    have hshift : phase R * ∑ k : ZMod N, phase (k * R) = ∑ k : ZMod N, phase (k * R) := by
      rw [Finset.mul_sum]
      refine Fintype.sum_equiv (Equiv.addLeft 1) _ _ fun k => ?_
      simp only [Equiv.coe_addLeft]
      rw [add_mul, one_mul, phase_add]
    have h0 : (phase R - 1) * ∑ k : ZMod N, phase (k * R) = 0 := by
      linear_combination hshift
    exact (mul_eq_zero.mp h0).resolve_left (sub_ne_zero.mpr hne)

/-- Overlap of a translate with a Bloch sum: `⟨U^S f, b_k⟩ = w^(kS) λ_k`. -/
theorem inner_translate_blochSum {U : E ≃ₗᵢ[ℂ] E} (hU : U ^ N = 1) (f : E) (k S : ZMod N) :
    ⟪translate U S f, blochSum U f k⟫_ℂ = phase (k * S) * overlapSymbol U f k := by
  simp only [blochSum, overlapSymbol, inner_sum, inner_smul_right, Finset.mul_sum]
  symm
  -- shift the summation index by `S` and use unitarity
  refine Fintype.sum_equiv (Equiv.addLeft S) _ _ fun R => ?_
  simp only [Equiv.coe_addLeft]
  rw [mul_add, phase_add, translate_add hU, LinearIsometryEquiv.inner_map_map, mul_assoc]

/-- The self-overlap of the Bloch sum is `⟨b_k, b_k⟩ = N λ_k`. -/
theorem inner_blochSum_self {U : E ≃ₗᵢ[ℂ] E} (hU : U ^ N = 1) (f : E) (k : ZMod N) :
    ⟪blochSum U f k, blochSum U f k⟫_ℂ = N * overlapSymbol U f k := by
  have hc : ∀ n : ZMod N, conj (phase n) * phase n = 1 := by
    intro n
    have hz : conj (2 * (Real.pi : ℂ) * Complex.I / (N : ℂ))
        + 2 * (Real.pi : ℂ) * Complex.I / (N : ℂ) = 0 := by
      simp only [map_div₀, map_mul, map_ofNat, Complex.conj_ofReal, Complex.conj_I,
        map_natCast]
      ring
    rw [phase, map_pow, ← mul_pow, ← Complex.exp_conj, ← Complex.exp_add, hz,
      Complex.exp_zero, one_pow]
  have hexp : ∀ y : E, ⟪blochSum U f k, y⟫_ℂ
      = ∑ S : ZMod N, conj (phase (k * S)) * ⟪translate U S f, y⟫_ℂ := fun y => by
    simp only [blochSum, sum_inner, inner_smul_left]
  rw [hexp]
  simp only [inner_translate_blochSum hU, ← mul_assoc, hc]
  simp [ZMod.card]

/-- If no `λ_k` vanishes, the translates of `p = ∑_k (N λ_k)⁻¹ b_k` are biorthogonal to the
translates of `f`. -/
theorem dualProjector_biorthogonal {U : E ≃ₗᵢ[ℂ] E} (hU : U ^ N = 1) (f : E)
    (hl : ∀ k : ZMod N, overlapSymbol U f k ≠ 0) :
    IsBiorthogonal N U (dualProjector N U f) f := by
  have hN : (N : ℂ) ≠ 0 := Nat.cast_ne_zero.mpr (NeZero.ne N)
  intro R S
  obtain ⟨D, rfl⟩ : ∃ D, S = R + D := ⟨S - R, by ring⟩
  have h : ∀ k : ZMod N, ((N : ℂ) * overlapSymbol U f k)⁻¹
      * (phase (k * D) * overlapSymbol U f k) = (N : ℂ)⁻¹ * phase (k * D) := by
    intro k
    have := hl k
    field_simp
  -- `λ_k` cancels, leaving `(1/N) ∑_k w^(kD)`
  have key : ⟪translate U D f, dualProjector N U f⟫_ℂ = if D = 0 then 1 else 0 := by
    simp only [dualProjector, inner_sum, inner_smul_right, inner_translate_blochSum hU, h]
    rw [← Finset.mul_sum, sum_phase]
    split_ifs
    · exact inv_mul_cancel₀ hN
    · exact mul_zero _
  rw [translate_add hU, LinearIsometryEquiv.inner_map_map, ← inner_conj_symm, key]
  by_cases hD : D = 0 <;> simp [hD]

/-- For unitary `U` with `U^N = 1`, a vector `p` with `⟨U^R p, U^S f⟩ = δ_RS` exists if and
only if `∑_R w^(kR) ⟨f, U^R f⟩ ≠ 0` for every `k`. -/
theorem exists_biorthogonal_iff {U : E ≃ₗᵢ[ℂ] E} (hU : U ^ N = 1) (f : E) :
    (∃ p, IsBiorthogonal N U p f) ↔ ∀ k : ZMod N, overlapSymbol U f k ≠ 0 := by
  refine ⟨?_, fun hl => ⟨_, dualProjector_biorthogonal hU f hl⟩⟩
  rintro ⟨p, hp⟩ k hk
  -- `λ_k = 0` kills the Bloch sum, but `⟨p, b_k⟩ = 1`
  have hb : blochSum U f k = 0 :=
    (inner_self_eq_zero (𝕜 := ℂ)).mp (by rw [inner_blochSum_self hU, hk, mul_zero])
  have ht : translate U (0 : ZMod N) p = p := by simp [translate]
  have h0 : ∀ R : ZMod N, ⟪p, translate U R f⟫_ℂ = if 0 = R then 1 else 0 := fun R => by
    have := hp 0 R
    rwa [ht] at this
  have h1 : ⟪p, blochSum U f k⟫_ℂ = 1 := by
    simp only [blochSum, inner_sum, inner_smul_right, h0]
    simp [phase]
  rw [hb, inner_zero_right] at h1
  exact zero_ne_one h1

/-- For unitary `U` with `U^N = 1`, all `λ_k` are nonzero if and only if the `N` translates
`U^R f` are linearly independent. -/
theorem overlapSymbol_ne_zero_iff_linearIndependent {U : E ≃ₗᵢ[ℂ] E} (hU : U ^ N = 1)
    (f : E) : (∀ k : ZMod N, overlapSymbol U f k ≠ 0) ↔
      LinearIndependent ℂ fun R : ZMod N => translate U R f := by
  rw [Fintype.linearIndependent_iff]
  constructor
  · intro hl g hg S
    have hp : ∀ R : ZMod N, ⟪translate U S (dualProjector N U f), translate U R f⟫_ℂ
        = if S = R then 1 else 0 := dualProjector_biorthogonal hU f hl S
    -- the projector `U^S p` picks out the coefficient `g S`
    have h := congrArg (inner ℂ (translate U S (dualProjector N U f))) hg
    simp only [inner_sum, inner_smul_right, hp, inner_zero_right] at h
    simpa using h
  · intro h k hk
    have hb : blochSum U f k = 0 :=
      (inner_self_eq_zero (𝕜 := ℂ)).mp (by rw [inner_blochSum_self hU, hk, mul_zero])
    have h0 := h (fun R => phase (k * R)) hb 0
    simp [phase] at h0

/-- The unitary exchanging the two sites of a two-site ring. -/
def siteSwap : EuclideanSpace ℂ (Fin 2) ≃ₗᵢ[ℂ] EuclideanSpace ℂ (Fin 2) :=
  LinearIsometryEquiv.piLpCongrLeft 2 ℂ ℂ (Equiv.swap (0 : Fin 2) 1)

/-- The site swap squares to one; `p = (2/3, -1/3)` is biorthogonal to `f = (2, 1)`, and no
vector is biorthogonal to `f = (1, 1)`. -/
theorem siteSwap_witness : siteSwap ^ 2 = 1 ∧
    IsBiorthogonal 2 siteSwap !₂[2 / 3, -1 / 3] !₂[2, 1] ∧
    ¬ ∃ p, IsBiorthogonal 2 siteSwap p !₂[1, 1] := by
  have hs : ∀ a b : ℂ, siteSwap !₂[a, b] = !₂[b, a] := by
    intro a b
    ext i
    fin_cases i <;> rfl
  have hi : ∀ a b c d : ℂ, ⟪(!₂[a, b] : EuclideanSpace ℂ (Fin 2)), !₂[c, d]⟫_ℂ
      = conj a * c + conj b * d := by
    intro a b c d
    simp [PiLp.inner_apply, Fin.sum_univ_two]
    ring
  have hz : ∀ R : ZMod 2, R = 0 ∨ R = 1 := by decide
  have h01 : (0 : ZMod 2) ≠ 1 := by decide
  have t0 : ∀ v, translate siteSwap (0 : ZMod 2) v = v := fun v => by simp [translate]
  have t1 : ∀ v, translate siteSwap (1 : ZMod 2) v = siteSwap v := fun v => by
    have h1 : (1 : ZMod 2).val = 1 := rfl
    rw [translate, h1, pow_one]
  refine ⟨?_, ?_, ?_⟩
  · rw [pow_two]
    ext v i
    exact congrArg v.ofLp (Equiv.swap_apply_self 0 1 i)
  · intro R S
    rcases hz R with rfl | rfl <;> rcases hz S with rfl | rfl <;>
      simp only [t0, t1, hs, hi, h01, h01.symm, if_true, if_false, map_div₀, map_neg,
        map_one, map_ofNat] <;> norm_num
  · rintro ⟨p, hp⟩
    have ha := hp 0 0
    have hb := hp 0 1
    rw [t0, t0, if_pos rfl] at ha
    rw [t0, t1, hs, if_neg h01, ha] at hb
    exact one_ne_zero hb

end

end PeriodicProjectors
```
```lean
#print axioms PeriodicProjectors.inner_translate_blochSum
-- 'PeriodicProjectors.inner_translate_blochSum' depends on axioms: [propext, Classical.choice, Quot.sound]
#print axioms PeriodicProjectors.exists_biorthogonal_iff
-- 'PeriodicProjectors.exists_biorthogonal_iff' depends on axioms: [propext, Classical.choice, Quot.sound]
#print axioms PeriodicProjectors.overlapSymbol_ne_zero_iff_linearIndependent
-- 'PeriodicProjectors.overlapSymbol_ne_zero_iff_linearIndependent' depends on axioms: [propext, Classical.choice, Quot.sound]
```

## The ring, the translates and the duality condition

`E` is any complex inner product space, of finite or infinite dimension. Mathlib's bracket `⟪x, y⟫_ℂ` is conjugate-linear in its first slot, like a Dirac bracket. The type `E ≃ₗᵢ[ℂ] E` makes $U$ a unitary, the translation by one cell, and the hypothesis `U ^ N = 1` is the periodic boundary condition: $N$ steps around the ring return every vector to itself, with no phase factor (a twisted condition $U^N = e^{i\theta}$ with $e^{i\theta} \neq 1$ is not covered). Every theorem about a general $U$ assumes it, including those whose docstrings do not repeat it. `NeZero N` says $N \ge 1$. Cell indices $R, S$ and the momentum label $k$ run over `ZMod N`, the integers modulo $N$. With $w = e^{2\pi i/N}$, `phase n` is $w^n$ and `translate U R` is $U^R$, both evaluated at the representative in $0, \dots, N-1$.

Three objects are built from $f$:
$$b_k = \sum_R w^{kR}\, U^R f, \qquad \lambda_k = \sum_R w^{kR} \langle f, U^R f\rangle, \qquad p = \sum_k \frac{b_k}{N\lambda_k}.$$
They are `blochSum`, `overlapSymbol` and `dualProjector`. For cell length $a$ and $(Uf)(x) = f(x-a)$, $b_k$ is the Bloch sum at wavevector $2\pi k/(Na)$. It is not normalised, and where $\lambda_k \neq 0$ the unit vector is $b_k/\sqrt{N\lambda_k}$. Lean reads $0^{-1}$ as $0$, so `dualProjector` is always defined, but its only theorem assumes that no $\lambda_k$ vanishes.

`IsBiorthogonal N U p f` says $\langle U^R p, U^S f\rangle = \delta_{RS}$ for all $R, S$. The theorem `exists_biorthogonal_iff` reads: if $U^N = 1$, some $p$ in `E` satisfies this relation if and only if $\lambda_k \neq 0$ for every $k$. `dualProjector_biorthogonal` names one such $p$, and `overlapSymbol_ne_zero_iff_linearIndependent` equates the same condition with linear independence of the $N$ vectors $U^R f$. At $N = 1$ the hypothesis forces $U = 1$, the condition is $\langle f, f\rangle \neq 0$, and $p = f/\langle f, f\rangle$.

Duality of projectors and smooth (pseudo) partial waves, which the projector augmented-wave method imposes among the functions of one atom, appears here across the cells of a finite one-dimensional ring with a single function per cell. The statements cover neither several functions per cell nor lattices in higher dimension. They put no locality requirement on $p$, which may extend over the whole ring, whereas an augmented-wave projector is confined to a sphere around its atom. Uniqueness is not claimed either.

## Group laws and the sum over phases

If $x^N = 1$, then $x^m$ depends only on the integer $m$ modulo $N$, so exponents in $\mathbb{Z}/N$ add. This is `pow_val_add`, stated for any monoid. With $x = w$ it gives `phase_add`, $w^{a+b} = w^a w^b$ for exponents $a, b$ in $\mathbb{Z}/N$, and with $x = U$ it gives `translate_add`, $U^{R+S} = U^R U^S$.

Let $\sigma_R = \sum_k w^{kR}$. For $R = 0$ every term is $1$ and $\sigma_0 = N$. For $R \neq 0$, relabelling $k \to 1 + k$ permutes the terms, so $w^R \sigma_R = \sigma_R$ and $(w^R - 1)\sigma_R = 0$. Since $w$ is a primitive $N$-th root of unity, $w^R \neq 1$, and $\sigma_R = 0$. Hence $\sigma_R = N\delta_{R0}$. In `sum_phase` the three steps are `hne`, `hshift` (the relabelling is `Equiv.addLeft 1`) and `h0`.

## Overlaps of the Bloch sum

Replace the summation index $R$ in $b_k$ by $S + R$, split $U^{S+R} = U^S U^R$ (which uses $U^N = 1$), and apply unitarity:
$$\langle U^S f, b_k\rangle = \sum_R w^{k(S+R)} \langle U^S f, U^S U^R f\rangle = w^{kS} \sum_R w^{kR}\langle f, U^R f\rangle = w^{kS}\lambda_k .$$
`inner_translate_blochSum` makes the shift with `Equiv.addLeft S` and cancels $U^S$ with `LinearIsometryEquiv.inner_map_map`. Expanding $b_k$ in the first slot conjugates the phases:
$$\langle b_k, b_k\rangle = \sum_S \overline{w^{kS}}\, w^{kS}\lambda_k = N\lambda_k .$$
In `inner_blochSum_self`, `hexp` is the expansion and `hc` is $\overline{w^n}\, w^n = 1$. So $\lambda_k = \|b_k\|^2/N$, and $\lambda_k = 0$ means that the copies of $f$ cancel completely at momentum $k$.

## Both directions of the criterion

Suppose no $\lambda_k$ vanishes, and write $S = R + D$. For the explicit $p$,
$$\langle U^D f, p\rangle = \sum_k \frac{w^{kD}\lambda_k}{N\lambda_k} = \frac1N \sum_k w^{kD} = \delta_{D0}.$$
In `dualProjector_biorthogonal` the cancellation of $\lambda_k$ is `h` and the whole line is `key`. Then $\langle U^R p, U^{R+D} f\rangle = \langle p, U^D f\rangle = \overline{\langle U^D f, p\rangle} = \delta_{D0}$, which is the closing rewrite with `inner_conj_symm`.

Conversely, let $p$ be any biorthogonal vector and suppose $\lambda_k = 0$. Then $\langle b_k, b_k\rangle = 0$, so $b_k = 0$ (`hb`). Biorthogonality with first index $0$ gives $\langle p, U^R f\rangle = \delta_{0R}$ (`h0`), so $\langle p, b_k\rangle = \sum_R w^{kR}\delta_{0R} = 1$ (`h1`). This contradicts $b_k = 0$.

For linear independence, suppose $\sum_R g_R U^R f = 0$ with complex coefficients $g_R$. If all $\lambda_k \neq 0$, pairing with $U^S p$ leaves $g_S = 0$. If instead some $\lambda_k = 0$, then $b_k = 0$ is a linear relation among the translates whose coefficient at $R = 0$ is $1$, so they are dependent.

## Two sites

`siteSwap` exchanges the components of $\mathbb{C}^2$, with $N = 2$ and $w = -1$. For $f = (2,1)$ the overlaps are $\langle f, f\rangle = 5$ and $\langle f, Uf\rangle = 4$, so $\lambda_0 = 9$, $\lambda_1 = 1$, $b_0 = (3,3)$, $b_1 = (1,-1)$, and $b_0/18 + b_1/2 = (2/3, -1/3)$. For the normalised $f/\sqrt5$ the values are $\lambda_0 = 9/5$, $\lambda_1 = 1/5$, and the projector is $\sqrt5\,(2/3, -1/3)$. For $f = (1,1)$, $Uf = f$ and $\lambda_1 = 0$. `siteSwap_witness` states $U^2 = 1$, the biorthogonality of $(2/3,-1/3)$ to $(2,1)$, and the absence of a projector for $(1,1)$. It does so without the general theorem, by evaluating four inner products in the first case and, in the second, by noting that $\langle p, f\rangle = 1$ and $\langle p, Uf\rangle = 0$ concern the same number.

## Computing the projector with two Fourier transforms

What follows rearranges the formulas above for numerical use and is not among the theorems. A program stores the $N$ overlaps $s_R = \langle f, U^R f\rangle$. The overlap matrix $\langle U^R f, U^S f\rangle = s_{S-R}$ is circulant with eigenvalues $\lambda_k$, the one-orbital case of the $k$-dependent overlap matrix in a non-orthogonal localised basis. Collecting terms in $p$ gives
$$p = \sum_R c_R\, U^R f, \qquad c_R = \frac1N \sum_k \frac{w^{kR}}{\lambda_k}.$$
In the convention where the inverse discrete transform carries $w^{+kR}$ and the factor $1/N$, $\lambda$ is $N$ times the inverse transform of $s$, and $c$ is the inverse transform of $1/\lambda$. For $f \neq 0$ the largest $\lambda_k$ is positive, since $\sum_k \lambda_k = N\langle f, f\rangle$, and in floating point the test $\lambda_k \neq 0$ becomes a threshold on $\min_k \lambda_k / \max_k \lambda_k$, the reciprocal condition number of the overlap matrix. For $f = (2,1)$ the coefficients are $c_0 = 5/9$ and $c_1 = -4/9$, and $\tfrac59(2,1) - \tfrac49(1,2) = (2/3, -1/3)$.
